# For three d-level systems, the fidelities of pairs 1,2 and 2,3 with the maximally entangled state sum to at most 1 + 1/d

Take three qubits and ask how well the middle one can be entangled with both neighbours at once. Let $|\Phi\rangle=(|00\rangle+|11\rangle)/\sqrt2$, and let the fidelity of a pair in the state $\sigma$ be $\langle\Phi|\sigma|\Phi\rangle$, without a square root. With a perfect pair on sites 1,2 and $|0\rangle$ on site 3, the state is $(|000\rangle+|110\rangle)/\sqrt2$. With $|0\rangle$ on site 1 and the perfect pair on sites 2,3, it is $(|000\rangle+|011\rangle)/\sqrt2$. The overlap of these two vectors is $1/2$, so the sum of the projectors onto them has largest eigenvalue $1+1/2$. Within their span, the two pair fidelities therefore sum to at most $3/2$.

For $d\ge1$ levels the overlap becomes $1/d$, and the bound $1+1/d$ holds for every density matrix of the three sites.

## Three sites and two projectors

```lean
import Mathlib

open Matrix
open scoped ComplexOrder

namespace EntanglementSharing

noncomputable section

variable (d : ℕ)
```

The number of levels `d` is a natural number. Lean's naturals include 0, so $d\ge1$ has to be required separately, further down.

```lean
/-- Basis labels of three sites, each with `d` levels. -/
abbrev Sites := Fin d × Fin d × Fin d
```

A basis label is a triple $x=(x_1,x_2,x_3)$, with levels numbered from 0 to $d-1$. Lean nests it as a pair within a pair: $x_1,x_2,x_3$ are `x.1`, `x.2.1` and `x.2.2`.

```lean
/-- The amplitude `1/√d`, for `d ≥ 1`. -/
def amp : ℂ := ((Real.sqrt (d : ℝ) : ℝ) : ℂ)⁻¹
```

This is the amplitude $1/\sqrt d$, as a complex number.

```lean
/-- The maximally entangled vector `∑ i, |i i⟩ / √d` of two sites, for `d ≥ 1`. -/
def bell : Fin d × Fin d → ℂ := fun p => amp d * if p.1 = p.2 then 1 else 0
```

The vector is $\Phi(i,j)=\delta_{ij}/\sqrt d$; the `if` is the Kronecker delta.

```lean
/-- The operator `|Φ⟩⟨Φ|` of the maximally entangled vector. -/
def bellProj : Matrix (Fin d × Fin d) (Fin d × Fin d) ℂ :=
  vecMulVec (bell d) (star (bell d))
```

`vecMulVec` is the outer product, so this is $|\Phi\rangle\langle\Phi|$.

```lean
/-- `|Φ⟩⟨Φ|` on sites 1,2 and the identity on site 3. -/
def P12 : Matrix (Sites d) (Sites d) ℂ :=
  of fun x y => bellProj d (x.1, x.2.1) (y.1, y.2.1) * if x.2.2 = y.2.2 then 1 else 0
```

In components, $P_{xy}=\Phi(x_1,x_2)\,\Phi(y_1,y_2)^*\,\delta_{x_3y_3}$, that is, $P=|\Phi\rangle\langle\Phi|\otimes 1$.

```lean
/-- The identity on site 1 and `|Φ⟩⟨Φ|` on sites 2,3. -/
def Q23 : Matrix (Sites d) (Sites d) ℂ :=
  of fun x y => (if x.1 = y.1 then 1 else 0) * bellProj d x.2 y.2
```

Likewise $Q=1\otimes|\Phi\rangle\langle\Phi|$.

```lean
/-- The map `|a⟩ ↦ |Φ⟩₁₂ |a⟩₃`. -/
def V : Matrix (Sites d) (Fin d) ℂ :=
  of fun x a => bell d (x.1, x.2.1) * if a = x.2.2 then 1 else 0
```

$V$ is a $d^3\times d$ matrix that attaches a pair to the left of a single site: $V|a\rangle=|\Phi\rangle_{12}|a\rangle_3$.

```lean
/-- The map `|a⟩ ↦ |a⟩₁ |Φ⟩₂₃`. -/
def W : Matrix (Sites d) (Fin d) ℂ :=
  of fun x a => (if a = x.1 then 1 else 0) * bell d x.2
```

$W$ attaches the pair on the right: $W|a\rangle=|a\rangle_1|\Phi\rangle_{23}$.

```lean
/-- The operator `(1 + 1/d) 1 - P - Q`, for `d ≥ 1`. -/
def slack : Matrix (Sites d) (Sites d) ℂ :=
  (1 + 1 / (d : ℂ)) • (1 : Matrix (Sites d) (Sites d) ℂ) - P12 d - Q23 d
```

The name `slack` stands for $T=(1+1/d)\,1-P-Q$. The symbol `•` multiplies a matrix by a number.

```lean
variable {d} in
/-- The reduced state of sites 1,2: the partial trace over site 3. -/
def marginal12 (ρ : Matrix (Sites d) (Sites d) ℂ) : Matrix (Fin d × Fin d) (Fin d × Fin d) ℂ :=
  of fun p q => ∑ k, ρ (p.1, p.2, k) (q.1, q.2, k)
```

This is the partial trace over site 3, $(\rho_{12})_{pq}=\sum_k\rho_{(p,k),(q,k)}$.

```lean
variable {d} in
/-- The reduced state of sites 2,3: the partial trace over site 1. -/
def marginal23 (ρ : Matrix (Sites d) (Sites d) ℂ) : Matrix (Fin d × Fin d) (Fin d × Fin d) ℂ :=
  of fun p q => ∑ i, ρ (i, p) (i, q)
```

This is the partial trace over site 1, giving $\rho_{23}$.

```lean
variable {d} in
/-- The fidelity `Re ⟨Φ|σ|Φ⟩` of a two-site state with the maximally entangled vector. -/
def fidelity (σ : Matrix (Fin d × Fin d) (Fin d × Fin d) ℂ) : ℝ :=
  (star (bell d) ⬝ᵥ (σ *ᵥ bell d)).re
```

The fidelity is $F(\sigma)=\mathrm{Re}\,\langle\Phi|\sigma|\Phi\rangle$, without the square root that some textbooks take. For a Hermitian $\sigma$ the real part changes nothing.

## From marginals to operators

```lean
/-- The operators `P` and `Q` factor as `P = V V†` and `Q = W W†`. -/
theorem projectors_eq : P12 d = V d * (V d)ᴴ ∧ Q23 d = W d * (W d)ᴴ := by
  constructor
  · ext x y
    by_cases h : x.2.2 = y.2.2
    · simp [P12, bellProj, vecMulVec_apply, V, mul_apply, h, apply_ite]
    · simp [P12, bellProj, vecMulVec_apply, V, mul_apply, h, Ne.symm h, apply_ite]
  · ext x y
    by_cases h : x.1 = y.1
    · simp [Q23, bellProj, vecMulVec_apply, W, mul_apply, h, apply_ite]
    · simp [Q23, bellProj, vecMulVec_apply, W, mul_apply, h, Ne.symm h, apply_ite]
```

The claim is $P=VV^\dagger$ and $Q=WW^\dagger$, where `ᴴ` is the dagger. By hand,
$$(VV^\dagger)_{xy}=\sum_a\Phi(x_1,x_2)\,\delta_{ax_3}\,\Phi(y_1,y_2)^*\,\delta_{ay_3}=P_{xy}.$$
Lean compares entries (`ext`) and separates equal from unequal spectator labels (`by_cases`).

```lean
variable {d} in
/-- The fidelities of the two marginals are the real parts of `Tr(ρP)` and `Tr(ρQ)`. -/
theorem fidelity_eq_trace (ρ : Matrix (Sites d) (Sites d) ℂ) :
    fidelity (marginal12 ρ) = (trace (ρ * P12 d)).re ∧
      fidelity (marginal23 ρ) = (trace (ρ * Q23 d)).re := by
  constructor
  · -- split the three sites as (1,2) and 3
    have e : ∀ f : Sites d → ℂ, ∑ x, f x = ∑ p : Fin d × Fin d, ∑ k, f (p.1, p.2, k) := by
      intro f
      simp only [Fintype.sum_prod_type]
    refine congrArg Complex.re ?_
    simp only [dotProduct, mulVec, trace, diag_apply, mul_apply, marginal12, P12, bellProj,
      vecMulVec_apply, of_apply, e, Finset.mul_sum, Finset.sum_mul, mul_ite, mul_one, mul_zero,
      Finset.sum_ite_eq', Finset.mem_univ, if_true]
    refine Finset.sum_congr rfl fun p _ => ?_
    rw [Finset.sum_comm]
    refine Finset.sum_congr rfl fun k _ => Finset.sum_congr rfl fun q _ => ?_
    ring
  · -- split the three sites as 1 and (2,3)
    have e : ∀ f : Sites d → ℂ, ∑ x, f x = ∑ i, ∑ p : Fin d × Fin d, f (i, p) :=
      fun f => Fintype.sum_prod_type f
    refine congrArg Complex.re ?_
    simp only [dotProduct, mulVec, trace, diag_apply, mul_apply, marginal23, Q23, bellProj,
      vecMulVec_apply, of_apply, e, Finset.mul_sum, Finset.sum_mul]
    symm
    rw [Finset.sum_comm]
    refine Finset.sum_congr rfl fun p _ => ?_
    conv_rhs => rw [Finset.sum_comm]
    refine Finset.sum_congr rfl fun i _ => ?_
    rw [Finset.sum_comm]
    refine Finset.sum_congr rfl fun q _ => ?_
    simp only [ite_mul, one_mul, zero_mul, mul_ite, mul_zero, Finset.sum_ite_eq',
      Finset.mem_univ, if_true]
    ring
```

Writing $F_{12}$ and $F_{23}$ for the fidelities of $\rho_{12}$ and $\rho_{23}$, this gives $F_{12}=\mathrm{Re}\,\mathrm{Tr}(\rho P)$ and $F_{23}=\mathrm{Re}\,\mathrm{Tr}(\rho Q)$, because
$$\langle\Phi|\rho_{12}|\Phi\rangle=\sum_{p,q,k}\Phi(p)^*\rho_{(p,k),(q,k)}\Phi(q)=\mathrm{Tr}(\rho P).$$
The helper `e` splits the sum over three sites, and `Finset.sum_comm` exchanges the order of summation.

## Overlap and sum of squares

```lean
variable [NeZero d]

/-- Normalisation: for `d ≥ 1` the `d` equal weights of the entangled vector add up to one. -/
theorem amp_sq : (d : ℂ) * (amp d * amp d) = 1 := by
  have h : ((Real.sqrt (d : ℝ) : ℝ) : ℂ) * ((Real.sqrt (d : ℝ) : ℝ) : ℂ) = d := by
    rw [← Complex.ofReal_mul, Real.mul_self_sqrt (Nat.cast_nonneg d), Complex.ofReal_natCast]
  have hd : (d : ℂ) ≠ 0 := Nat.cast_ne_zero.2 (NeZero.ne d)
  rw [amp, ← mul_inv, h, mul_inv_cancel₀ hd]
```

`[NeZero d]` is the assumption $d\ge1$, in force from here on. The theorem is the normalisation $d\cdot(1/\sqrt d)^2=1$.

```lean
/-- For `d ≥ 1`, attaching a maximally entangled pair on either side is an isometry. -/
theorem isometries : (V d)ᴴ * V d = 1 ∧ (W d)ᴴ * W d = 1 := by
  have hs : star (amp d) = amp d := by simp [amp]
  constructor
  · ext a b
    simp only [mul_apply, conjTranspose_apply, V, bell, of_apply, Fintype.sum_prod_type,
      star_mul', apply_ite star, star_one, star_zero, hs, ← mul_assoc, Finset.sum_mul_boole,
      Finset.mem_univ, if_true]
    by_cases h : a = b
    · subst h
      simp
      linear_combination amp_sq d
    · simp [h]
  · ext a b
    simp only [mul_apply, conjTranspose_apply, W, bell, of_apply, Fintype.sum_prod_type,
      star_mul', apply_ite star, star_one, star_zero, hs, ← mul_assoc, Finset.sum_mul_boole,
      Finset.mem_univ, if_true]
    by_cases h : a = b
    · subst h
      simp
      linear_combination amp_sq d
    · simp [h]
```

Both maps preserve inner products:
$$(V^\dagger V)_{ab}=\delta_{ab}\sum_i\tfrac1d=\delta_{ab},$$
and similarly for $W$. Hence $P^2=V(V^\dagger V)V^\dagger=P$, and $Q^2=Q$.

```lean
/-- For `d ≥ 1`, the overlap of the two ways to attach an entangled pair is `1/d` times the
identity on the remaining site. -/
theorem overlap : (V d)ᴴ * W d = (1 / (d : ℂ)) • 1 ∧ (W d)ᴴ * V d = (1 / (d : ℂ)) • 1 := by
  have hs : star (amp d) = amp d := by simp [amp]
  have hd : (d : ℂ) ≠ 0 := Nat.cast_ne_zero.2 (NeZero.ne d)
  have ha : amp d * amp d = (d : ℂ)⁻¹ := eq_inv_of_mul_eq_one_right (amp_sq d)
  have h1 : (V d)ᴴ * W d = (1 / (d : ℂ)) • 1 := by
    ext a b
    simp only [mul_apply, conjTranspose_apply, V, W, bell, of_apply, Fintype.sum_prod_type,
      star_mul', apply_ite star, star_one, star_zero, hs, ← mul_assoc, Finset.sum_mul_boole,
      Finset.mem_univ, if_true]
    rw [Finset.sum_comm]
    by_cases h : a = b
    · subst h
      simp [ha]
    · simp [h, Ne.symm h]
  refine ⟨h1, ?_⟩
  have h2 : (W d)ᴴ * V d = ((V d)ᴴ * W d)ᴴ := by
    rw [conjTranspose_mul, conjTranspose_conjTranspose]
  rw [h2, h1, conjTranspose_smul, conjTranspose_one]
  simp
```

This is the qubit overlap for general $d$:
$$(V^\dagger W)_{ab}=\frac1d\sum_{i,j,k}\delta_{ij}\delta_{ak}\delta_{bi}\delta_{jk}=\frac1d\,\delta_{ab}.$$
The second equation is its adjoint.

```lean
/-- For `d ≥ 1`, the operator `T = (1 + 1/d) 1 - P - Q` is a sum of squares up to a factor:
`(1 + 1/d) T = T†T + d (PT)†(PT)`. -/
theorem slack_identity : (1 + 1 / (d : ℂ)) • slack d =
    (slack d)ᴴ * slack d + (d : ℂ) • ((P12 d * slack d)ᴴ * (P12 d * slack d)) := by
  obtain ⟨eP, eQ⟩ := projectors_eq d
  obtain ⟨iV, iW⟩ := isometries d
  obtain ⟨oVW, oWV⟩ := overlap d
  have hPh : (P12 d)ᴴ = P12 d := by
    rw [eP, conjTranspose_mul, conjTranspose_conjTranspose]
  have hQh : (Q23 d)ᴴ = Q23 d := by
    rw [eQ, conjTranspose_mul, conjTranspose_conjTranspose]
  have hS : (slack d)ᴴ = slack d := by
    simp [slack, hPh, hQh]
  have hP : P12 d * P12 d = P12 d := by
    calc P12 d * P12 d = V d * ((V d)ᴴ * V d) * (V d)ᴴ := by
          rw [eP]; simp only [Matrix.mul_assoc]
      _ = P12 d := by rw [iV, Matrix.mul_one, eP]
  have hQ : Q23 d * Q23 d = Q23 d := by
    calc Q23 d * Q23 d = W d * ((W d)ᴴ * W d) * (W d)ᴴ := by
          rw [eQ]; simp only [Matrix.mul_assoc]
      _ = Q23 d := by rw [iW, Matrix.mul_one, eQ]
  have hQPQ : Q23 d * P12 d * Q23 d = (1 / (d : ℂ) * (1 / (d : ℂ))) • Q23 d := by
    calc Q23 d * P12 d * Q23 d
        = W d * ((W d)ᴴ * V d) * ((V d)ᴴ * W d) * (W d)ᴴ := by
          rw [eP, eQ]; simp only [Matrix.mul_assoc]
      _ = _ := by
          rw [oWV, oVW, eQ]
          simp only [Matrix.mul_smul, Matrix.smul_mul, Matrix.mul_one, smul_smul]
  have hdc : (d : ℂ) * (1 / (d : ℂ)) = 1 :=
    mul_one_div_cancel (Nat.cast_ne_zero.2 (NeZero.ne d))
  rw [conjTranspose_mul, hS, hPh]
  unfold slack
  -- from here on only the algebra of the two projectors matters
  generalize P12 d = P at *
  generalize Q23 d = Q at *
  generalize 1 / (d : ℂ) = c at *
  have hQPP : Q * P * P = Q * P := by rw [mul_assoc, hP]
  have hPT : P * ((1 + c) • 1 - P - Q) = c • P - P * Q := by
    simp only [mul_sub, mul_smul_comm, mul_one, hP]
    module
  have hTP : ((1 + c) • 1 - P - Q) * P = c • P - Q * P := by
    simp only [sub_mul, smul_mul_assoc, one_mul, hP]
    module
  have hK : (c • P - Q * P) * (c • P - P * Q) = c • (c • P + c • Q - P * Q - Q * P) := by
    simp only [sub_mul, mul_sub, smul_mul_assoc, mul_smul_comm, ← mul_assoc, hP, hQPP, hQPQ]
    module
  rw [hPT, hTP, hK, smul_smul, hdc, one_smul]
  simp only [sub_mul, mul_sub, smul_mul_assoc, mul_smul_comm, one_mul, mul_one, hP, hQ]
  module
```

Put $c=1/d$. The overlap gives $QPQ=W(W^\dagger V)(V^\dagger W)W^\dagger=c^2Q$. Since $PT=cP-PQ$ and $TP=cP-QP$,
$$d\,(PT)^\dagger(PT)=d\,(c^2P+c^2Q-cPQ-cQP)=cP+cQ-PQ-QP.$$
Also
$$T^\dagger T=T^2=(1+c)^2\,1-(1+2c)(P+Q)+PQ+QP.$$
The sum is $(1+c)^2\,1-(1+c)(P+Q)=(1+c)T$. Lean proves the projector relations first, then replaces the matrices by bare letters with `generalize`; `hPT`, `hTP` and `hK` are the products above, and `module` collects terms.

```lean
/-- For `d ≥ 1`, the operator `(1 + 1/d) 1 - P - Q` on three sites is positive semidefinite. -/
theorem slack_posSemidef :
    ((1 + 1 / (d : ℂ)) • (1 : Matrix (Sites d) (Sites d) ℂ) - P12 d - Q23 d).PosSemidef := by
  change (slack d).PosSemidef
  have hd : (0 : ℂ) ≤ (d : ℂ) := by
    rw [← Complex.ofReal_natCast]
    exact Complex.zero_le_real.2 (Nat.cast_nonneg d)
  have hpos : (0 : ℝ) < 1 + 1 / (d : ℝ) := by positivity
  have hc : (1 + 1 / (d : ℂ)) = ((1 + 1 / (d : ℝ) : ℝ) : ℂ) := by push_cast; rfl
  have h : ((1 + 1 / (d : ℂ)) • slack d).PosSemidef := by
    rw [slack_identity]
    exact (posSemidef_conjTranspose_mul_self _).add
      ((posSemidef_conjTranspose_mul_self _).smul hd)
  -- divide by the positive factor
  have h2 := h.smul (Complex.zero_le_real.2 (inv_pos.2 hpos).le)
  rwa [hc, smul_smul, ← Complex.ofReal_mul, inv_mul_cancel₀ hpos.ne', Complex.ofReal_one,
    one_smul] at h2
```

`PosSemidef` means Hermitian with non-negative expectation in every vector. Each term $K^\dagger K$ has this property, and dividing by $1+1/d>0$ preserves it.

The inequality gives an energy bound for three spins $1/2$ with $H=J(\mathbf S_1\cdot\mathbf S_2+\mathbf S_2\cdot\mathbf S_3)$ and $J>0$, with the spin operators in units of $\hbar$. The unitary $i\sigma_y$ on site 2 turns $P$ and $Q$ into the singlet projectors $P_s$ and $Q_s$ of the two bonds. Each bond term is $\tfrac14$ minus its singlet projector, so $H=J(\tfrac12-P_s-Q_s)\ge J(\tfrac12-\tfrac32)=-J$, which is the exact ground-state energy of this trimer.

## The fidelity bound

```lean
variable {d} in
/-- For `d ≥ 1` and any density matrix of three sites, the fidelities of the marginals 1,2 and
2,3 with the maximally entangled vector add up to at most `1 + 1/d`. -/
theorem fidelity_sum_le (ρ : Matrix (Sites d) (Sites d) ℂ) (hρ : ρ.PosSemidef)
    (htr : ρ.trace = 1) :
    fidelity (marginal12 ρ) + fidelity (marginal23 ρ) ≤ 1 + 1 / (d : ℝ) := by
  have hpos : (0 : ℝ) < 1 + 1 / (d : ℝ) := by positivity
  have hc : (1 + 1 / (d : ℂ)) = ((1 + 1 / (d : ℝ) : ℝ) : ℂ) := by push_cast; rfl
  -- a square has non-negative expectation in the state
  have hsq : ∀ K : Matrix (Sites d) (Sites d) ℂ, 0 ≤ (trace (ρ * (Kᴴ * K))).re := by
    intro K
    rw [← Matrix.mul_assoc, trace_mul_cycle]
    exact (Complex.le_def.1 (hρ.mul_mul_conjTranspose_same K).trace_nonneg).1
  have key := congrArg (fun M => (trace (ρ * M)).re) (slack_identity d)
  simp only [Matrix.mul_add, Matrix.mul_smul, trace_add, trace_smul, smul_eq_mul, hc,
    Complex.add_re, Complex.mul_re, Complex.ofReal_re, Complex.ofReal_im, Complex.natCast_re,
    Complex.natCast_im, zero_mul, sub_zero] at key
  have hT : 0 ≤ (trace (ρ * slack d)).re := by
    refine (mul_nonneg_iff_of_pos_left hpos).1 ?_
    rw [key]
    exact add_nonneg (hsq _) (mul_nonneg (Nat.cast_nonneg d) (hsq _))
  rw [slack, Matrix.mul_sub, Matrix.mul_sub, Matrix.mul_smul, Matrix.mul_one, trace_sub,
    trace_sub, trace_smul, htr, hc, smul_eq_mul, mul_one, Complex.sub_re, Complex.sub_re,
    Complex.ofReal_re] at hT
  rw [(fidelity_eq_trace ρ).1, (fidelity_eq_trace ρ).2]
  linarith
```

A density matrix enters as a positive semidefinite `ρ` with trace one. For any $K$, $\mathrm{Tr}(\rho K^\dagger K)=\mathrm{Tr}(K\rho K^\dagger)\ge0$; this is `hsq`. Tracing the sum of squares against $\rho$ therefore gives $0\le\mathrm{Re}\,\mathrm{Tr}(\rho T)=1+1/d-F_{12}-F_{23}$.

Hermiticity and unit trace alone do not give the bound. For $d=2$, the matrix $2|000\rangle\langle000|-|010\rangle\langle010|$ has both, yet its fidelities sum to $2>3/2$.

This is a narrow form of the monogamy of entanglement: it bounds the fidelities of two pairs with one fixed two-site vector $\Phi$, not a general measure of entanglement. If sites 1,2 are exactly in the state $\Phi$, then $F_{23}\le1/d$, a value that the product state $|00\rangle$ of sites 2,3 also reaches.

## No smaller constant

```lean
/-- For `d ≥ 1`, `P + Q` acts on every vector `|Φ⟩₁₂|a⟩₃ + |a⟩₁|Φ⟩₂₃` as multiplication
by `1 + 1/d`. -/
theorem sum_mul_VW :
    (P12 d + Q23 d) * (V d + W d) = (1 + 1 / (d : ℂ)) • (V d + W d) := by
  rw [(projectors_eq d).1, (projectors_eq d).2]
  simp only [Matrix.add_mul, Matrix.mul_add, Matrix.mul_assoc, (isometries d).1,
    (isometries d).2, (overlap d).1, (overlap d).2, Matrix.mul_smul, Matrix.mul_one]
  module
```

From $PV=V$, $PW=V/d$, $QV=W/d$ and $QW=W$ it follows that $(P+Q)(V+W)=(1+1/d)(V+W)$. The columns of $V+W$ have squared norm $2+2/d$. Normalised, they are the states $(|\Phi\rangle|a\rangle+|a\rangle|\Phi\rangle)/\sqrt{2+2/d}$, whose two fidelities sum to exactly $1+1/d$.

```lean
/-- For `d ≥ 1`, if `s 1 - P - Q` is positive semidefinite for a real `s`, then
`s ≥ 1 + 1/d`. -/
theorem constant_optimal (s : ℝ)
    (hs : ((s : ℂ) • (1 : Matrix (Sites d) (Sites d) ℂ) - P12 d - Q23 d).PosSemidef) :
    1 + 1 / (d : ℝ) ≤ s := by
  have hd : (0 : ℝ) < d := Nat.cast_pos.2 (NeZero.pos d)
  have h1 : ((s : ℂ) • (1 : Matrix (Sites d) (Sites d) ℂ) - P12 d - Q23 d) * (V d + W d) =
      ((s : ℂ) - (1 + 1 / (d : ℂ))) • (V d + W d) := by
    rw [sub_sub, Matrix.sub_mul, sum_mul_VW, Matrix.smul_mul, Matrix.one_mul, ← sub_smul]
  have h2 : (V d + W d)ᴴ * (V d + W d) = (2 + 2 / (d : ℂ)) • 1 := by
    simp only [conjTranspose_add, Matrix.add_mul, Matrix.mul_add, (isometries d).1,
      (isometries d).2, (overlap d).1, (overlap d).2]
    module
  -- compress the operator to the span of the extremal vectors and take the trace
  have h := (hs.conjTranspose_mul_mul_same (V d + W d)).trace_nonneg
  rw [Matrix.mul_assoc, h1, Matrix.mul_smul, h2, smul_smul, trace_smul, trace_one,
    Fintype.card_fin, smul_eq_mul] at h
  have e : ((s : ℂ) - (1 + 1 / (d : ℂ))) * (2 + 2 / (d : ℂ)) * (d : ℂ) =
      (((s - (1 + 1 / (d : ℝ))) * ((2 + 2 / (d : ℝ)) * d) : ℝ) : ℂ) := by
    push_cast
    ring
  rw [e, Complex.zero_le_real] at h
  have hp : (0 : ℝ) < (2 + 2 / (d : ℝ)) * d := by positivity
  exact sub_nonneg.1 ((mul_nonneg_iff_of_pos_right hp).1 h)

end

end EntanglementSharing
```

Suppose $s\,1-P-Q$ is positive semidefinite for a real $s$. Compressing it with $V+W$ gives
$$(V+W)^\dagger(s\,1-P-Q)(V+W)=\left(s-1-\tfrac1d\right)\left(2+\tfrac2d\right)1,$$
which must again be positive semidefinite. Its trace is non-negative and the second factor is positive, so $s\ge1+1/d$. At $d=1$ both projectors are the identity, and the constant is 2.

```lean
#print axioms EntanglementSharing.slack_posSemidef
-- 'EntanglementSharing.slack_posSemidef' depends on axioms: [propext, Classical.choice, Quot.sound]
#print axioms EntanglementSharing.fidelity_sum_le
-- 'EntanglementSharing.fidelity_sum_le' depends on axioms: [propext, Classical.choice, Quot.sound]
#print axioms EntanglementSharing.constant_optimal
-- 'EntanglementSharing.constant_optimal' depends on axioms: [propext, Classical.choice, Quot.sound]
```
